# Zero modes minus self-stresses equals $dN - N_B$ for every finite framework of $N$ points and $N_B$ bonds in $\mathbb{R}^d$

A framework is a set of $N$ points in $\mathbb{R}^d$ joined in pairs by $N_B$ bonds. A zero mode is a displacement of the points that changes no squared bond length to first order; for bonds of nonzero length, this is the same as changing no bond length to first order. A self-stress is a set of bond tensions whose forces balance at every point. The number of independent zero modes depends on where the points lie as well as on the bonds; that number minus the number of independent self-stresses depends only on $d$, $N$ and $N_B$.

Point $i$ has position $x_i$ and displacement $u_i$. Bond $b$ runs from point $i_b$ to point $j_b$, and its bond vector is $r_b = x_{i_b} - x_{j_b}$. The code comments write `b` for the number of bonds as well; here that number is always $N_B$. Rigid translations and rotations count as zero modes, whereas many textbook versions of the Maxwell-Calladine count subtract them.

In Lean 4 with Mathlib:

```lean
import Mathlib

open Matrix Module

namespace MaxwellCalladine
```

In the code, `V` labels the points and `B` the bonds, with $i_b$ = `src b` and $j_b$ = `tgt b`. The positions are unrestricted: points may be collinear or coincide, and two points may share several bonds. A bond of zero length has $r_b=0$, so in this model it restricts no displacement and exerts no force.

```lean
/-- Points in `d`-dimensional space, indexed by `V`, joined by bonds indexed by `B`;
each bond has two end points `src` and `tgt`. -/
structure Framework (V B : Type*) (d : ℕ) where
  pos : V → Fin d → ℝ
  src : B → V
  tgt : B → V
```

The order of the end points fixes the sign of $r_b$. Both maps below are unchanged if the ends are swapped.

```lean
namespace Framework

variable {V B : Type*} [Fintype V] [DecidableEq V] [Fintype B] {d : ℕ}

/-- The vector `x_i - x_j` along a bond with end points `i` and `j`. -/
def bondVec (F : Framework V B d) (b : B) : Fin d → ℝ :=
  F.pos (F.src b) - F.pos (F.tgt b)
```

## Stretches and forces

The squared length of bond $b$ changes to first order by $2\,r_b\cdot(u_{i_b}-u_{j_b})$. Half of this defines the linear map

$$(Su)_b = r_b\cdot(u_{i_b}-u_{j_b}).$$

The name `stretch` thus means bond length times elongation, not the elongation itself.

```lean
/-- The first-order stretch `⟨x_i - x_j, u_i - u_j⟩` of every bond under a displacement `u`. -/
def stretch (F : Framework V B d) : (V → Fin d → ℝ) →ₗ[ℝ] (B → ℝ) where
  toFun u b := F.bondVec b ⬝ᵥ (u (F.src b) - u (F.tgt b))
  map_add' u v := by
    funext b
    simp only [Pi.add_apply, dotProduct_sub, dotProduct_add]
    ring
  map_smul' c u := by
    funext b
    simp only [Pi.smul_apply, dotProduct_sub, dotProduct_smul, smul_eq_mul, RingHom.id_apply]
    ring
```

Let $T_b$ be the tension divided by the bond length. A positive $T_b$ pulls $i_b$ with force $-T_b r_b$ and $j_b$ with force $+T_b r_b$, so the total force on point $i$ is

$$(\Phi T)_i = \sum_b T_b\,(\delta_{j_b,i}-\delta_{i_b,i})\,r_b .$$

```lean
/-- The total force on every point when bond `b` carries the tension `T b` per unit length:
a positive `T b` pulls the two end points towards each other. -/
def netForce (F : Framework V B d) : (B → ℝ) →ₗ[ℝ] (V → Fin d → ℝ) where
  toFun T i := ∑ b, T b • ((if F.tgt b = i then F.bondVec b else 0) -
    (if F.src b = i then F.bondVec b else 0))
  map_add' S T := by
    funext i
    simp only [Pi.add_apply, add_smul, Finset.sum_add_distrib]
  map_smul' c T := by
    funext i
    simp only [Pi.smul_apply, RingHom.id_apply, Finset.smul_sum, smul_eq_mul, mul_smul]
```

The zero modes are the solutions of $Su=0$, a subspace of the $dN$-dimensional displacement space.

```lean
/-- Zero modes: displacements that change no squared bond length to first order. -/
abbrev zeroModes (F : Framework V B d) : Submodule ℝ (V → Fin d → ℝ) :=
  LinearMap.ker F.stretch
```

The self-stresses are the solutions of $\Phi T=0$, a subspace of $\mathbb{R}^{N_B}$.

```lean
/-- Self-stresses: bond tensions (per unit length) that balance at every point. -/
abbrev selfStresses (F : Framework V B d) : Submodule ℝ (B → ℝ) :=
  LinearMap.ker F.netForce
```

## Virtual work links the two maps

Take the work of the bond forces in a displacement $u$ and exchange the sums over points and bonds:

$$\sum_i (\Phi T)_i\cdot u_i=\sum_b T_b\,r_b\cdot(u_{j_b}-u_{i_b})=-\sum_b T_b\,(Su)_b .$$

So $\Phi$ is minus the transpose of $S$. In the proof, `hs` moves the dot product inside the bond sum, `Finset.sum_comm` exchanges the sums, and `h` reduces the sum over points to one end point.

```lean
/-- Virtual work: the work of the bond forces in a displacement is minus the sum over bonds
of tension per unit length times stretch. -/
theorem virtual_work (F : Framework V B d) (T : B → ℝ) (u : V → Fin d → ℝ) :
    ∑ i, F.netForce T i ⬝ᵥ u i = -∑ b, T b * F.stretch u b := by
  have hs : ∀ i, F.netForce T i ⬝ᵥ u i =
      ∑ b, T b * (((if F.tgt b = i then F.bondVec b else 0) -
        (if F.src b = i then F.bondVec b else 0)) ⬝ᵥ u i) := by
    intro i
    simp only [netForce, LinearMap.coe_mk, AddHom.coe_mk, dotProduct, Finset.sum_apply,
      Pi.smul_apply, smul_eq_mul, Finset.sum_mul, Finset.mul_sum, mul_assoc]
    exact Finset.sum_comm
  simp_rw [hs, sub_dotProduct]
  rw [Finset.sum_comm, ← Finset.sum_neg_distrib]
  refine Finset.sum_congr rfl fun b _ => ?_
  -- only the two end points of a bond feel its force
  have h : ∀ j, ∑ i, (if j = i then F.bondVec b else 0) ⬝ᵥ u i = F.bondVec b ⬝ᵥ u j := by
    intro j
    rw [Finset.sum_eq_single j]
    · simp
    · intro i _ hi
      simp [Ne.symm hi]
    · simp
  rw [← Finset.mul_sum, Finset.sum_sub_distrib, h, h]
  change _ = -(T b * (F.bondVec b ⬝ᵥ (u (F.src b) - u (F.tgt b))))
  rw [dotProduct_sub]
  ring
```

## Displacements without a restoring force

Give each bond a stiffness $k_b>0$ and the energy $E=\tfrac12\sum_b k_b (Su)_b^2$. For a spring of constant $\kappa_b$ that is at its rest length $\ell_b>0$ when $u=0$, this means $k_b=\kappa_b/\ell_b^2$. The force is $-\partial E/\partial u_i=(\Phi T)_i$ with $T_b=k_b(Su)_b$. If it vanishes at every point, virtual work gives

$$0=\sum_b k_b\,(Su)_b^2 ,$$

and each term, being non-negative, is zero, so $Su=0$. Conversely, $Su=0$ gives $T=0$ and no force.

The zero modes are therefore the kernel of the Hessian of $E$. In normal-mode analysis and elastic network models they are the zero-frequency motions, provided that the potential consists only of springs at their rest lengths. That a real molecule has such a Hessian is a physical assumption: pre-stressed bonds and angle terms add further contributions.

```lean
/-- Let every bond answer its stretch with a proportional tension per unit length, with
stiffness `k b > 0`. A displacement then causes no net force at any point exactly when it is
a zero mode. -/
theorem no_restoring_force_iff (F : Framework V B d) (k : B → ℝ) (hk : ∀ b, 0 < k b)
    (u : V → Fin d → ℝ) :
    F.netForce (fun b => k b * F.stretch u b) = 0 ↔ u ∈ F.zeroModes := by
  constructor
  · intro h0
    -- the elastic energy vanishes, hence so does each of its terms
    have hs : ∑ b, k b * F.stretch u b * F.stretch u b = 0 := by
      have h := F.virtual_work (fun b => k b * F.stretch u b) u
      rw [h0] at h
      simp only [Pi.zero_apply, zero_dotProduct, Finset.sum_const_zero] at h
      linarith
    have hn : ∀ b ∈ Finset.univ, 0 ≤ k b * F.stretch u b * F.stretch u b := by
      intro b _
      rw [mul_assoc]
      exact mul_nonneg (hk b).le (mul_self_nonneg _)
    rw [LinearMap.mem_ker]
    funext b
    have hb := (Finset.sum_eq_zero_iff_of_nonneg hn).1 hs b (Finset.mem_univ b)
    rcases mul_eq_zero.1 hb with h | h
    · exact (mul_eq_zero.1 h).resolve_left (hk b).ne'
    · exact h
  · intro hu
    have hu' : F.stretch u = 0 := hu
    have hz : (fun b => k b * F.stretch u b) = 0 := by
      funext b
      simp [hu']
    rw [hz, map_zero]
```

## Equal ranks

Let $f:X\to Y$ and $g:Y\to X$ be linear, and suppose that $g(f(x))=0$ forces $f(x)=0$. Then $g$ restricted to the range of $f$ has zero kernel, so it embeds that range into the range of $g$, and $\operatorname{rank} f\le\operatorname{rank} g$. The proof builds this restricted map and checks its kernel.

```lean
/-- Let `f : X → Y` and `g : Y → X` be linear maps between finite-dimensional real spaces. If `g` is
injective on the range of `f`, the rank of `f` is at most the rank of `g`. -/
theorem rank_le_of_injOn_range {X Y : Type*} [AddCommGroup X] [Module ℝ X]
    [FiniteDimensional ℝ X] [AddCommGroup Y] [Module ℝ Y] [FiniteDimensional ℝ Y]
    (f : X →ₗ[ℝ] Y) (g : Y →ₗ[ℝ] X) (hfg : ∀ x, g (f x) = 0 → f x = 0) :
    finrank ℝ (LinearMap.range f) ≤ finrank ℝ (LinearMap.range g) := by
  refine LinearMap.finrank_le_finrank_of_injective
    (f := g.rangeRestrict.domRestrict (LinearMap.range f)) ?_
  rw [← LinearMap.ker_eq_bot, LinearMap.ker_eq_bot']
  rintro ⟨_, x, rfl⟩ h
  have h' : g (f x) = 0 := congrArg Subtype.val h
  exact Subtype.ext (hfg x h')
```

Apply this twice.

- If $S\Phi T=0$, put $u=\Phi T$ in the virtual-work identity. Then $\sum_i|(\Phi T)_i|^2=0$, so $\Phi T=0$ and $\operatorname{rank}\Phi\le\operatorname{rank}S$.
- If $\Phi Su=0$, the previous result with all $k_b=1$ gives $Su=0$, so $\operatorname{rank}S\le\operatorname{rank}\Phi$.

```lean
/-- There are as many independent patterns of bond forces on the points as there are
independent patterns of bond stretches. -/
theorem rank_netForce_eq_rank_stretch (F : Framework V B d) :
    finrank ℝ (LinearMap.range F.netForce) = finrank ℝ (LinearMap.range F.stretch) := by
  apply le_antisymm
  · refine rank_le_of_injOn_range _ _ fun T hT => ?_
    -- displace every point along the force acting on it
    have h := F.virtual_work T (F.netForce T)
    rw [hT] at h
    simp only [Pi.zero_apply, mul_zero, Finset.sum_const_zero, neg_zero] at h
    have hn : ∀ i ∈ Finset.univ, 0 ≤ F.netForce T i ⬝ᵥ F.netForce T i :=
      fun i _ => Finset.sum_nonneg fun a _ => mul_self_nonneg _
    funext i
    exact dotProduct_self_eq_zero.1
      ((Finset.sum_eq_zero_iff_of_nonneg hn).1 h i (Finset.mem_univ i))
  · refine rank_le_of_injOn_range _ _ fun u hu => ?_
    refine (F.no_restoring_force_iff (fun _ => 1) (fun _ => one_pos) u).1 ?_
    simpa only [one_mul] using hu
```

## The count

Rank-nullity for the two maps reads

$$\operatorname{rank}S+\dim\ker S=dN,\qquad \operatorname{rank}\Phi+\dim\ker\Phi=N_B .$$

Subtracting, with equal ranks, leaves

$$\dim\ker S-\dim\ker\Phi=dN-N_B .$$

In the statement, `finrank` is the dimension and `Fintype.card` the number of points or bonds. The equation is in the integers, since the right side may be negative. In the proof, `h1` and `h2` are the two rank-nullity equations and `hr` is the equality of ranks.

```lean
/-- Maxwell-Calladine count: the number of independent zero modes minus the number of
independent self-stresses is `d N - b`, for `N` points in `d` dimensions and `b` bonds. -/
theorem maxwell_calladine (F : Framework V B d) :
    (finrank ℝ F.zeroModes : ℤ) - finrank ℝ F.selfStresses
      = d * Fintype.card V - Fintype.card B := by
  have h1 := F.stretch.finrank_range_add_finrank_ker
  have h2 := F.netForce.finrank_range_add_finrank_ker
  have hr := F.rank_netForce_eq_rank_stretch
  have hd : finrank ℝ (V → Fin d → ℝ) = Fintype.card V * d := by
    rw [Module.finrank_pi_fintype]
    simp
  rw [hd] at h1
  rw [Module.finrank_fintype_fun_eq_card] at h2
  zify at h1 h2 hr
  linarith
```

The same equations give $\operatorname{rank}S=N_B-\dim\ker\Phi$. Hence $S$ reaches every vector in $\mathbb{R}^{N_B}$ exactly when the only self-stress is zero. In that case no bond has zero length, since such a bond could carry any $T_b$ without exerting a force, and the bond lengths are independent internal coordinates to first order.

```lean
/-- The first-order stretches of the bonds can be prescribed at will exactly when the
framework has no self-stress other than zero. -/
theorem no_selfStress_iff_stretch_surjective (F : Framework V B d) :
    F.selfStresses = ⊥ ↔ Function.Surjective F.stretch := by
  have h2 := F.netForce.finrank_range_add_finrank_ker
  rw [F.rank_netForce_eq_rank_stretch] at h2
  rw [← LinearMap.range_eq_top]
  constructor
  · intro h
    have h0 : finrank ℝ (LinearMap.ker F.netForce) = 0 := Submodule.finrank_eq_zero.2 h
    apply Submodule.eq_top_of_finrank_eq
    omega
  · intro h
    rw [h, finrank_top] at h2
    have h0 : finrank ℝ (LinearMap.ker F.netForce) = 0 := by omega
    exact Submodule.finrank_eq_zero.1 h0

end Framework
```

## Three collinear points in the plane

Put points 0, 1 and 2 at $(0,0)$, $(1,0)$ and $(2,0)$. Bonds 0, 1 and 2 join the pairs $(0,1)$, $(1,2)$ and $(0,2)$, so the bond vectors are $(-1,0)$, $(-1,0)$ and $(-2,0)$.

```lean
/-- Three points at `0`, `1` and `2` on a line in the plane, each pair joined by a bond. -/
def collinearTriangle : Framework (Fin 3) (Fin 3) 2 where
  pos := ![![0, 0], ![1, 0], ![2, 0]]
  src := ![0, 1, 0]
  tgt := ![1, 2, 2]
```

The horizontal forces on points 0, 1 and 2 are

$$T_0+2T_2,\qquad -T_0+T_1,\qquad -T_1-2T_2,$$

and the vertical forces vanish. Balance requires $T_0=T_1=-2T_2$. The proof reads the two conditions off points 0 and 2, then checks all six components for the converse.

```lean
/-- In the collinear triangle, tensions per unit length balance exactly when each short bond
carries minus twice the value of the long bond. -/
theorem collinearTriangle_selfStress_iff (T : Fin 3 → ℝ) :
    T ∈ collinearTriangle.selfStresses ↔ T 0 = -2 * T 2 ∧ T 1 = -2 * T 2 := by
  rw [LinearMap.mem_ker]
  constructor
  · intro hT
    have h0 := congrFun (congrFun hT 0) 0
    have h2 := congrFun (congrFun hT 2) 0
    simp [Framework.netForce, Framework.bondVec, collinearTriangle, Fin.sum_univ_three] at h0 h2
    constructor <;> linarith
  · rintro ⟨h0, h1⟩
    ext i a
    fin_cases i <;> fin_cases a <;>
      simp [Framework.netForce, Framework.bondVec, collinearTriangle, Fin.sum_univ_three] <;>
      linarith
```

Every self-stress is thus a multiple of $(2,2,-1)$. Multiplied by the bond lengths, this gives tensions $2$, $2$ and $-2$: the short bonds pull and the long one pushes.

With $u_i=(p_i,q_i)$, the stretches are $p_1-p_0$, $p_2-p_1$ and $2(p_2-p_0)$. They vanish when $p_0=p_1=p_2$, with $q_0,q_1,q_2$ free, which leaves $1+3=4$ zero modes. Three are rigid motions of the plane; the fourth is the bend, which these springs do not resist at harmonic order. The count agrees: $4-1=3=2\cdot3-3$.

The proof shows that $(2,2,-1)$ spans the self-stresses and obtains the $4$ from the general count.

```lean
/-- The collinear triangle has one independent self-stress and four independent zero modes,
while `d N - b = 3`. -/
theorem collinearTriangle_count :
    finrank ℝ collinearTriangle.selfStresses = 1 ∧
      finrank ℝ collinearTriangle.zeroModes = 4 := by
  have hv : (![2, 2, -1] : Fin 3 → ℝ) ∈ collinearTriangle.selfStresses := by
    rw [collinearTriangle_selfStress_iff]
    constructor <;> simp
  have h1 : finrank ℝ collinearTriangle.selfStresses = 1 := by
    refine finrank_eq_one (⟨![2, 2, -1], hv⟩ : collinearTriangle.selfStresses) ?_ ?_
    · intro h
      have h' := congrFun (congrArg Subtype.val h) 0
      simp at h'
    · rintro ⟨T, hT⟩
      obtain ⟨h0, h1⟩ := (collinearTriangle_selfStress_iff T).1 hT
      refine ⟨-T 2, Subtype.ext ?_⟩
      funext i
      fin_cases i <;> simp <;> linarith
  refine ⟨h1, ?_⟩
  have h := collinearTriangle.maxwell_calladine
  rw [h1, Fintype.card_fin] at h
  push_cast at h
  omega

end MaxwellCalladine
```

```lean
#print axioms MaxwellCalladine.Framework.no_selfStress_iff_stretch_surjective
#print axioms MaxwellCalladine.collinearTriangle_count
```

```
'MaxwellCalladine.Framework.no_selfStress_iff_stretch_surjective' depends on axioms: [propext, Classical.choice, Quot.sound]
'MaxwellCalladine.collinearTriangle_count' depends on axioms: [propext, Classical.choice, Quot.sound]
```
